# In the nearest-neighbour bond-cutting model, fcc surface energies lie between √3 and √5 in reduced units

Cleave an fcc crystal along a plane with normal $(h,k,0)$, where $h\ge k\ge 0$ and $h>0$: the bonds along $(1,1,0)$ and $(1,-1,0)$ are cut in proportion to $h+k$ and $h-k$, and these add up to $2h$, so the smaller component drops out of their sum. The same cancellation, applied to all twelve nearest-neighbour bonds, gives the surface energy of every orientation in this model.

```lean
import Mathlib

open Matrix

namespace FccSurfaceEnergy

noncomputable section

/-- The twelve nearest-neighbour bond vectors of the fcc lattice, in units of half the
cubic lattice constant. -/
def bond : Fin 12 → Fin 3 → ℝ :=
  ![![1, 1, 0], ![1, -1, 0], ![-1, 1, 0], ![-1, -1, 0],
    ![0, 1, 1], ![0, 1, -1], ![0, -1, 1], ![0, -1, -1],
    ![1, 0, 1], ![1, 0, -1], ![-1, 0, 1], ![-1, 0, -1]]

/-- The sum of `|n · b|` over the twelve bonds `b`, for a surface normal `n` of any length. -/
def cutSum (n : Fin 3 → ℝ) : ℝ := ∑ i, |n ⬝ᵥ bond i|

/-- The Euclidean length of a surface normal. -/
def len (n : Fin 3 → ℝ) : ℝ := √(n 0 ^ 2 + n 1 ^ 2 + n 2 ^ 2)

/-- The bond-cutting surface energy, in reduced units, of the surface with normal `n`;
its domain is `n ≠ 0`. -/
def surfaceEnergy (n : Fin 3 → ℝ) : ℝ := cutSum n / (4 * len n)

/-- For real `a` and `b`, the sum `|a + b| + |a - b|` is twice the larger of `|a|` and `|b|`. -/
theorem abs_add_abs_sub (a b : ℝ) : |a + b| + |a - b| = 2 * max |a| |b| := by
  rcases max_cases |a| |b| with ⟨h1, h1'⟩ | ⟨h1, h1'⟩ <;>
  rcases abs_cases a with ⟨h2, h2'⟩ | ⟨h2, h2'⟩ <;>
  rcases abs_cases b with ⟨h3, h3'⟩ | ⟨h3, h3'⟩ <;>
  rcases abs_cases (a + b) with ⟨h4, h4'⟩ | ⟨h4, h4'⟩ <;>
  rcases abs_cases (a - b) with ⟨h5, h5'⟩ | ⟨h5, h5'⟩ <;>
  linarith

/-- For any normal, the bond sum is four times the sum of the pairwise maxima of the
absolute values of its components. -/
theorem cutSum_eq_max (n : Fin 3 → ℝ) :
    cutSum n = 4 * (max |n 0| |n 1| + max |n 1| |n 2| + max |n 0| |n 2|) := by
  -- bring every bond term to the form `|a + b|` or `|a - b|`
  have p1 : ∀ a b : ℝ, |a + -b| = |a - b| := fun a b => by rw [← sub_eq_add_neg]
  have p2 : ∀ a b : ℝ, |-a + b| = |a - b| := fun a b => by
    rw [← abs_neg (a - b)]; congr 1; ring
  have p3 : ∀ a b : ℝ, |-a + -b| = |a + b| := fun a b => by
    rw [← abs_neg (a + b)]; congr 1; ring
  have e : cutSum n = 2 * (|n 0 + n 1| + |n 0 - n 1|) + 2 * (|n 1 + n 2| + |n 1 - n 2|)
      + 2 * (|n 0 + n 2| + |n 0 - n 2|) := by
    simp [cutSum, bond, dotProduct, Fin.sum_univ_succ]
    simp only [p3, p2, p1]
    ring
  rw [e, abs_add_abs_sub, abs_add_abs_sub, abs_add_abs_sub]
  ring

/-- For `h ≥ k ≥ l ≥ 0` the sum over the twelve bonds is `4(2h + k)`. -/
theorem cutSum_sector {h k l : ℝ} (hl : 0 ≤ l) (hlk : l ≤ k) (hkh : k ≤ h) :
    cutSum ![h, k, l] = 4 * (2 * h + k) := by
  refine (cutSum_eq_max ![h, k, l]).trans ?_
  change 4 * (max |h| |k| + max |k| |l| + max |h| |l|) = _
  rw [abs_of_nonneg hl, abs_of_nonneg (hl.trans hlk), abs_of_nonneg (hl.trans (hlk.trans hkh)),
    max_eq_left hkh, max_eq_left hlk, max_eq_left (hlk.trans hkh)]
  ring

/-- For `h ≥ k ≥ l ≥ 0` and `h > 0` the surface energy is `(2h + k)/√(h² + k² + l²)`,
and it lies between `√3` and `√5`. -/
theorem surfaceEnergy_sector {h k l : ℝ} (hh : 0 < h) (hl : 0 ≤ l) (hlk : l ≤ k)
    (hkh : k ≤ h) :
    surfaceEnergy ![h, k, l] = (2 * h + k) / √(h ^ 2 + k ^ 2 + l ^ 2) ∧
      √3 ≤ surfaceEnergy ![h, k, l] ∧ surfaceEnergy ![h, k, l] ≤ √5 := by
  have hs : 0 < √(h ^ 2 + k ^ 2 + l ^ 2) := Real.sqrt_pos.2 (by positivity)
  have e : surfaceEnergy ![h, k, l] = (2 * h + k) / √(h ^ 2 + k ^ 2 + l ^ 2) := by
    rw [surfaceEnergy, cutSum_sector hl hlk hkh]
    exact mul_div_mul_left _ _ (by norm_num)
  refine ⟨e, ?_, ?_⟩
  · rw [e, le_div_iff₀ hs, ← Real.sqrt_mul (show (0 : ℝ) ≤ 3 by norm_num)]
    refine Real.sqrt_le_iff.2 ⟨by linarith, ?_⟩
    nlinarith [mul_nonneg (sub_nonneg.2 hkh) (show 0 ≤ h + 5 * k by linarith),
      mul_nonneg (sub_nonneg.2 hlk) (show 0 ≤ k + l by linarith)]
  · rw [e, div_le_iff₀ hs, ← Real.sqrt_mul (show (0 : ℝ) ≤ 5 by norm_num)]
    refine (Real.le_sqrt' (by linarith)).2 ?_
    nlinarith [sq_nonneg (h - 2 * k), sq_nonneg l]

/-- Every normal has a counterpart with `h ≥ k ≥ l ≥ 0` of the same length and the same
surface energy. -/
theorem exists_sector (n : Fin 3 → ℝ) : ∃ h k l : ℝ, 0 ≤ l ∧ l ≤ k ∧ k ≤ h ∧
    len n = len ![h, k, l] ∧ surfaceEnergy n = surfaceEnergy ![h, k, l] := by
  -- sort three nonnegative numbers
  have sort : ∀ a b c : ℝ, 0 ≤ a → 0 ≤ b → 0 ≤ c → ∃ h k l : ℝ, 0 ≤ l ∧ l ≤ k ∧ k ≤ h ∧
      max a b + max b c + max a c = 2 * h + k ∧
      a ^ 2 + b ^ 2 + c ^ 2 = h ^ 2 + k ^ 2 + l ^ 2 := by
    intro a b c ha hb hc
    rcases le_total a b with h1 | h1 <;> rcases le_total b c with h2 | h2
    · refine ⟨c, b, a, ha, h1, h2, ?_, by ring⟩
      rw [max_eq_right h1, max_eq_right h2, max_eq_right (h1.trans h2)]; ring
    · rcases le_total a c with h3 | h3
      · refine ⟨b, c, a, ha, h3, h2, ?_, by ring⟩
        rw [max_eq_right h1, max_eq_left h2, max_eq_right h3]; ring
      · refine ⟨b, a, c, hc, h3, h1, ?_, by ring⟩
        rw [max_eq_right h1, max_eq_left h2, max_eq_left h3]; ring
    · rcases le_total a c with h3 | h3
      · refine ⟨c, a, b, hb, h1, h3, ?_, by ring⟩
        rw [max_eq_left h1, max_eq_right h2, max_eq_right h3]; ring
      · refine ⟨a, c, b, hb, h2, h3, ?_, by ring⟩
        rw [max_eq_left h1, max_eq_right h2, max_eq_left h3]; ring
    · refine ⟨a, b, c, hc, h2, h1, ?_, by ring⟩
      rw [max_eq_left h1, max_eq_left h2, max_eq_left (h2.trans h1)]; ring
  obtain ⟨h, k, l, hl, hlk, hkh, hm, hN⟩ :=
    sort |n 0| |n 1| |n 2| (abs_nonneg _) (abs_nonneg _) (abs_nonneg _)
  rw [sq_abs, sq_abs, sq_abs] at hN
  have hlen : len n = len ![h, k, l] := congrArg Real.sqrt hN
  refine ⟨h, k, l, hl, hlk, hkh, hlen, ?_⟩
  rw [surfaceEnergy, surfaceEnergy, hlen, cutSum_eq_max n, hm, cutSum_sector hl hlk hkh]

/-- For every nonzero normal, the fcc bond-cutting surface energy lies between
`√3` and `√5`. -/
theorem surfaceEnergy_bounds {n : Fin 3 → ℝ} (hn : n ≠ 0) :
    √3 ≤ surfaceEnergy n ∧ surfaceEnergy n ≤ √5 := by
  obtain ⟨h, k, l, hl, hlk, hkh, hlen, hE⟩ := exists_sector n
  -- a nonzero normal has positive length, so `h`, its largest absolute component, is positive
  have hh : 0 < h := by
    by_contra hneg
    have h0 : h = 0 := by linarith
    have k0 : k = 0 := by linarith
    have l0 : l = 0 := by linarith
    have z : len n = 0 := by rw [hlen, h0, k0, l0]; simp [len]
    have z' : n 0 ^ 2 + n 1 ^ 2 + n 2 ^ 2 = 0 := (Real.sqrt_eq_zero (by positivity)).1 z
    have a0 : n 0 = 0 := by nlinarith [sq_nonneg (n 0), sq_nonneg (n 1), sq_nonneg (n 2)]
    have a1 : n 1 = 0 := by nlinarith [sq_nonneg (n 0), sq_nonneg (n 1), sq_nonneg (n 2)]
    have a2 : n 2 = 0 := by nlinarith [sq_nonneg (n 0), sq_nonneg (n 1), sq_nonneg (n 2)]
    exact hn (by ext i; fin_cases i; exacts [a0, a1, a2])
  rw [hE]
  exact (surfaceEnergy_sector hh hl hlk hkh).2

/-- For `h ≥ k ≥ l ≥ 0` and `h > 0`, the energy equals `√3` exactly when `h = k = l`, and
equals `√5` exactly when `h = 2k` and `l = 0`. -/
theorem surfaceEnergy_extremal_iff {h k l : ℝ} (hh : 0 < h) (hl : 0 ≤ l) (hlk : l ≤ k)
    (hkh : k ≤ h) :
    (surfaceEnergy ![h, k, l] = √3 ↔ h = k ∧ k = l) ∧
      (surfaceEnergy ![h, k, l] = √5 ↔ h = 2 * k ∧ l = 0) := by
  have hs : 0 < √(h ^ 2 + k ^ 2 + l ^ 2) := Real.sqrt_pos.2 (by positivity)
  -- compare squares
  have key : ∀ c : ℝ, 0 ≤ c → (surfaceEnergy ![h, k, l] = √c ↔
      (2 * h + k) ^ 2 = c * (h ^ 2 + k ^ 2 + l ^ 2)) := by
    intro c hc
    rw [(surfaceEnergy_sector hh hl hlk hkh).1, div_eq_iff hs.ne', ← Real.sqrt_mul hc]
    constructor
    · intro H
      rw [H, Real.sq_sqrt (by positivity)]
    · intro H
      rw [← H, Real.sqrt_sq (by linarith)]
  rw [key 3 (by norm_num), key 5 (by norm_num)]
  refine ⟨⟨fun H => ?_, ?_⟩, ⟨fun H => ?_, ?_⟩⟩
  · have p := mul_nonneg (sub_nonneg.2 hkh) (show 0 ≤ h + 5 * k by linarith)
    have q := mul_nonneg (sub_nonneg.2 hlk) (show 0 ≤ k + l by linarith)
    have p0 : (h - k) * (h + 5 * k) = 0 := by nlinarith
    have q0 : (k - l) * (k + l) = 0 := by nlinarith
    have e1 : h = k := by
      rcases mul_eq_zero.1 p0 with r | r <;> linarith
    refine ⟨e1, ?_⟩
    rcases mul_eq_zero.1 q0 with r | r <;> linarith
  · rintro ⟨rfl, rfl⟩
    ring
  · have p0 : (h - 2 * k) ^ 2 = 0 := by nlinarith [sq_nonneg (h - 2 * k), sq_nonneg l]
    have q0 : l ^ 2 = 0 := by nlinarith [sq_nonneg (h - 2 * k), sq_nonneg l]
    exact ⟨sub_eq_zero.1 (pow_eq_zero_iff two_ne_zero |>.1 p0),
      pow_eq_zero_iff two_ne_zero |>.1 q0⟩
  · rintro ⟨rfl, rfl⟩
    ring

/-- The surface energies of the (111), (100), (110) and (210) faces are `√3`, `2`, `3/√2`
and `√5`. -/
theorem surfaceEnergy_low_index :
    surfaceEnergy ![1, 1, 1] = √3 ∧ surfaceEnergy ![1, 0, 0] = 2 ∧
      surfaceEnergy ![1, 1, 0] = 3 / √2 ∧ surfaceEnergy ![2, 1, 0] = √5 := by
  refine ⟨?_, ?_, ?_, ?_⟩
  · exact (surfaceEnergy_extremal_iff (by norm_num) (by norm_num) le_rfl le_rfl).1.2 ⟨rfl, rfl⟩
  · rw [(surfaceEnergy_sector (by norm_num) le_rfl le_rfl (by norm_num)).1]
    norm_num
  · rw [(surfaceEnergy_sector (by norm_num) le_rfl (by norm_num) le_rfl).1]
    norm_num
  · exact (surfaceEnergy_extremal_iff (by norm_num) le_rfl (by norm_num) (by norm_num)).2.2
      ⟨by norm_num, rfl⟩

end

end FccSurfaceEnergy
```

```lean
#print axioms FccSurfaceEnergy.surfaceEnergy_bounds
-- 'FccSurfaceEnergy.surfaceEnergy_bounds' depends on axioms: [propext, Classical.choice, Quot.sound]
#print axioms FccSurfaceEnergy.surfaceEnergy_low_index
-- 'FccSurfaceEnergy.surfaceEnergy_low_index' depends on axioms: [propext, Classical.choice, Quot.sound]
```

## Energies and extremal faces

For a normal $n=(n_0,n_1,n_2)\neq 0$, write

$$g(n)=\frac{\sum_{i=0}^{11}|n\cdot \mathbf b_i|}{4|n|},$$

where the $\mathbf b_i$ are the twelve vectors of type $(1,1,0)$. In Lean these vectors are `bond i`, the numerator is `cutSum n`, the length $|n|$ is `len n`, and $g$ is `surfaceEnergy n`. Because the length is divided out, the normal need not be a unit vector.

The theorem `surfaceEnergy_bounds` says that $\sqrt3\le g(n)\le\sqrt5$ for every nonzero $n$. In the sector $h\ge k\ge l\ge 0$ with $h>0$, `surfaceEnergy_sector` gives the closed form

$$g=\frac{2h+k}{\sqrt{h^2+k^2+l^2}}.$$

There, `surfaceEnergy_extremal_iff` places the minimum exactly on the direction $(111)$ and the maximum exactly on $(210)$. The values for four familiar faces are in `surfaceEnergy_low_index`: $\sqrt3$ for $(111)$, $2$ for $(100)$, $3/\sqrt2$ for $(110)$ and $\sqrt5$ for $(210)$.

The letters $h,k,l$ look like Miller indices but are arbitrary real numbers here, so irrational orientations are included. In a cubic crystal the plane $(hkl)$ has normal $[hkl]$, which is why the indices can be entered directly as a vector.

## From cut bonds to energy per area

Let $a_0$ be the cubic lattice constant and $\varepsilon>0$ the energy needed to break one nearest-neighbour bond. The crystal has $4/a_0^3$ atoms per volume, and its physical bond vectors are $(a_0/2)\,\mathbf b_i$. A bond direction crosses a plane as many times per unit area as there are atoms in a layer whose thickness is the bond's projection on the normal. The vectors $\mathbf b_i$ and $-\mathbf b_i$ describe the same bonds, which gives a factor $1/2$, and cleavage creates two surfaces, which gives another. Hence

$$\gamma=\frac12\cdot\frac12\cdot\varepsilon\cdot\frac{4}{a_0^3}\cdot\frac{a_0}{2}\cdot\frac{\sum_i|n\cdot\mathbf b_i|}{|n|}=\frac{2\varepsilon}{a_0^2}\,g(n).$$

The reduced unit of surface energy is therefore $2\varepsilon/a_0^2$. This identification of $g$ with an energy per area is the step that the Lean definitions take for granted. It supposes a rigid crystal at zero temperature whose energy is a sum of equal nearest-neighbour bonds. Relaxation, reconstruction, longer-ranged interactions and the dependence of bond strength on coordination all change the energies of real metals.

## Pairwise maxima and two sums of squares

**The bond sum.** For real $a$ and $b$,

$$|a+b|+|a-b|=2\max(|a|,|b|).$$

Changing signs or exchanging $a$ and $b$ alters neither side, so one may take $a\ge b\ge0$, and then the left side is $(a+b)+(a-b)=2a$. Lean proves this in `abs_add_abs_sub` by splitting on the signs and on which of $|a|$ and $|b|$ is larger; each case is linear.

The four bonds in one cube plane contribute $2(|n_0+n_1|+|n_0-n_1|)=4\max(|n_0|,|n_1|)$, and the other two planes do likewise. This is `cutSum_eq_max`:

$$\sum_i|n\cdot\mathbf b_i|=4\bigl[\max(|n_0|,|n_1|)+\max(|n_1|,|n_2|)+\max(|n_0|,|n_2|)\bigr].$$

In the sector the three maxima are $h$, $k$ and $h$, so the sum is $4(2h+k)$, as `cutSum_sector` states. Dividing by $4|n|$ gives the closed form.

**The bounds.** Put $N=h^2+k^2+l^2$. Expanding the squares shows that

$$(2h+k)^2-3N=h^2+4hk-2k^2-3l^2=(h-k)(h+5k)+3(k-l)(k+l),$$

$$5N-(2h+k)^2=h^2-4hk+4k^2+5l^2=(h-2k)^2+5l^2.$$

Every term on the right is nonnegative in the sector. Thus $3N\le(2h+k)^2\le5N$, and taking roots and dividing by $\sqrt N>0$ gives both bounds. In `surfaceEnergy_sector`, the calls to `nlinarith` receive these products and squares as hints.

**Equality.** If $g=\sqrt3$, both products in the first identity vanish. Since $h+5k>0$, the first gives $h=k$; then $k+l>0$, and the second gives $k=l$. If $g=\sqrt5$, the second identity gives $h=2k$ and $l=0$. The converses follow by substitution. The auxiliary statement `key` in the Lean proof turns each equation for $g$ into the corresponding equation between squares.

**All orientations.** Sorting $|n_0|,|n_1|,|n_2|$ in decreasing order changes neither the length nor the sum of pairwise maxima. The lemma `exists_sector` does this by treating the six orderings. If $n\ne0$, the largest sorted component is positive, so the sector bounds apply. The equality theorem itself is stated for the sector; cubic symmetry carries its two directions to the families $\{111\}$ and $\{210\}$.

## A facet energy for a Wulff construction

A Wulff construction for a nanoparticle needs $\gamma$ for each candidate facet, and this unrelaxed nearest-neighbour model supplies a first estimate. For the candidate orientation $(\bar1 3 1)$, the sorted absolute indices are $(3,1,1)$, so

$$g=\frac{2\cdot3+1}{\sqrt{11}}\approx2.111,\qquad \gamma\approx4.22\,\frac{\varepsilon}{a_0^2}.$$

Its ratio to the $(111)$ energy is $7/\sqrt{33}\approx1.219$. The construction therefore places the $(\bar1 3 1)$ plane about 1.219 times as far from the particle's centre as the $(111)$ plane, and the value of $\varepsilon$ does not affect the shape. At that distance the plane only touches an edge of the truncated octahedron bounded by the $\{111\}$ and $\{100\}$ planes, so in this model no $(\bar1 3 1)$ facet appears on the particle.
